# Hopping across an augmentation boundary can break the one-centre PAW expansion, even with complete partial waves

Near a nucleus, a valence wavefunction can oscillate too rapidly for a coarse basis. The projector augmented-wave (PAW) method therefore works with a smooth state and restores the true shape inside an augmentation region around the atom. Expectation values are then often computed by a one-centre expansion: apply the operator to the smooth state, and correct the result with matrix elements between partial waves of that atom. But an operator may move an electron from inside the region to outside it. Does the correction still give the right answer?

On a finite set of sites with one augmentation region, the expansion of an operator A is exact for every complete dataset with one partial wave per site of the region if and only if A has no matrix elements between the region and its surroundings. Two sites joined by a hop show the failure explicitly. For electronic structure this is a caution about operators such as nonlocal exchange, shown here for a fixed one-particle operator and a single region in a finite orthonormal basis. The kinetic energy in continuous space is not such a case: it is a differential operator and acts locally, although its finite-difference form on a grid does contain hops between sites.

## Sites, waves and two versions of an operator

```lean
import Mathlib

open Matrix

namespace PAWNonlocalOperators

noncomputable section

variable {n m : Type*} [Fintype n] [DecidableEq n] [Fintype m]
```

The type `n` labels the sites and `m` labels the partial waves; both are finite. A `Matrix n m ℂ` is a complex matrix with one row per site and one column per wave.

```lean
/-- The projector onto the sites of the augmentation region `R`. -/
def regionProj (R : Finset n) : Matrix n n ℂ :=
  Matrix.diagonal fun i => if i ∈ R then 1 else 0
```

The region is a finite set R of sites. Its projector Π is diagonal, with entry 1 on sites in R and 0 elsewhere.

```lean
/-- The transformation `T = 1 + (Φ - Φt) Pᴴ` from smooth to all-electron states; the columns of
`Φ`, `Φt`, `P` are the all-electron waves, the smooth waves and the projectors. -/
def pawTransform (Φ Φt P : Matrix n m ℂ) : Matrix n n ℂ :=
  1 + (Φ - Φt) * Pᴴ
```

The columns of Φ, Φt and P are the all-electron waves, the smooth waves and the projectors. Lean writes the conjugate transpose as `ᴴ`. The transformation

T = 1 + (Φ − Φt)Pᴴ

takes a smooth state ψt to the all-electron state ψ = Tψt. The exact operator to use between smooth states is therefore TᴴAT.

```lean
/-- The one-centre expansion of an operator `A`: the operator itself plus the difference of its
matrix elements between all-electron and between smooth partial waves. -/
def oneCentre (A : Matrix n n ℂ) (Φ Φt P : Matrix n m ℂ) : Matrix n n ℂ :=
  A + P * (Φᴴ * A * Φ - Φtᴴ * A * Φt) * Pᴴ
```

The one-centre expansion is

A + P(ΦᴴAΦ − ΦtᴴAΦt)Pᴴ.

The bracket is a small matrix indexed by partial waves: the all-electron matrix elements minus the smooth ones.

```lean
/-- An augmentation dataset for the region `R`: projectors dual to the smooth waves, smooth waves
complete inside `R`, and both sets of waves equal outside `R`. -/
structure IsDataset [DecidableEq m] (R : Finset n) (Φ Φt P : Matrix n m ℂ) : Prop where
  dual : Pᴴ * Φt = 1
  complete : regionProj R * (Φt * Pᴴ) = regionProj R
  augment : regionProj R * (Φ - Φt) = Φ - Φt
```

`IsDataset` collects three conditions:

- `dual`: PᴴΦt = 1, so each projector picks out its own smooth wave.
- `complete`: ΠΦtPᴴ = Π, so inside R the smooth waves reproduce every state.
- `augment`: Π(Φ − Φt) = Φ − Φt, so the two sets of waves agree outside R.

These are idealised conditions. A practical calculation uses a limited number of partial waves, and its completeness is only approximate.

```lean
/-- The operator `A` has no matrix elements between the region `R` and its surroundings. -/
def Uncoupled (R : Finset n) (A : Matrix n n ℂ) : Prop :=
  ∀ i ∈ R, ∀ j ∉ R, A i j = 0 ∧ A j i = 0
```

`Uncoupled R A` says that A_ij = 0 and A_ji = 0 whenever i is in R and j is not. Both directions are listed because A is not assumed Hermitian.

```lean
/-- Smooth waves localised on the single sites of the region `R`, one for each site. -/
def siteWaves (R : Finset n) : Matrix n R ℂ :=
  Matrix.of fun i j => if i = (j : n) then 1 else 0
```

For later use, S = `siteWaves R` has one column for each site of R, equal to 1 on that site and 0 elsewhere.

```lean
omit [Fintype n] in
/-- The region projector is Hermitian. -/
theorem regionProj_conjTranspose (R : Finset n) : (regionProj R)ᴴ = regionProj R := by
  ext i j
  by_cases hij : i = j
  · subst hij
    by_cases hi : i ∈ R <;> simp [regionProj, Matrix.conjTranspose_apply, hi]
  · simp [regionProj, Matrix.conjTranspose_apply, hij, Ne.symm hij]
```

Since Π is real and diagonal, Πᴴ = Π. The proof compares entries, on and off the diagonal.

## The error consists of two cross terms

```lean
/-- The exact transformed operator differs from the one-centre expansion by two cross terms between
the unexpanded remainder `1 - Φt Pᴴ` and the augmentation `(Φ - Φt) Pᴴ`. -/
theorem transformed_sub_oneCentre (A : Matrix n n ℂ) (Φ Φt P : Matrix n m ℂ) :
    (pawTransform Φ Φt P)ᴴ * A * pawTransform Φ Φt P - oneCentre A Φ Φt P
      = (1 - Φt * Pᴴ)ᴴ * A * ((Φ - Φt) * Pᴴ)
        + ((Φ - Φt) * Pᴴ)ᴴ * A * (1 - Φt * Pᴴ) := by
  -- write the one-centre terms through the square matrices `Φ Pᴴ` and `Φt Pᴴ`
  have h1 : P * (Φᴴ * A * Φ - Φtᴴ * A * Φt) * Pᴴ
      = (Φ * Pᴴ)ᴴ * A * (Φ * Pᴴ) - (Φt * Pᴴ)ᴴ * A * (Φt * Pᴴ) := by
    simp only [Matrix.conjTranspose_mul, Matrix.conjTranspose_conjTranspose, Matrix.mul_sub,
      Matrix.sub_mul, Matrix.mul_assoc]
  have h2 : (Φ - Φt) * Pᴴ = Φ * Pᴴ - Φt * Pᴴ := Matrix.sub_mul _ _ _
  unfold pawTransform oneCentre
  rw [h1, h2]
  generalize Φ * Pᴴ = F
  generalize Φt * Pᴴ = G
  simp only [Matrix.conjTranspose_add, Matrix.conjTranspose_sub, Matrix.conjTranspose_one]
  noncomm_ring
```

This identity holds for any Φ, Φt and P, with no dataset conditions. By hand, set

F = ΦPᴴ, G = ΦtPᴴ, D = F − G.

Then T = 1 + D, and the exact operator is

TᴴAT = A + AD + DᴴA + DᴴAD.

The one-centre expansion is A + FᴴAF − GᴴAG. Substituting F = G + D turns it into

A + GᴴAD + DᴴAG + DᴴAD.

Subtraction leaves

(1 − G)ᴴAD + DᴴA(1 − G).

Each term joins the augmentation D to the part of a state that the smooth waves fail to represent, 1 − G. In the Lean proof, `h1` and `h2` rewrite everything in terms of F and G, `generalize` gives these products single names, and `noncomm_ring` does the algebra without exchanging the order of factors.

## Operators that respect the boundary

```lean
/-- If the smooth waves are complete in `R`, the waves differ only in `R`, and `A` does not couple
`R` to its surroundings, then the one-centre expansion of `A` is exact. -/
theorem oneCentre_exact_of_uncoupled (R : Finset n) (A : Matrix n n ℂ) (Φ Φt P : Matrix n m ℂ)
    (hA : Uncoupled R A) (hc : regionProj R * (Φt * Pᴴ) = regionProj R)
    (ha : regionProj R * (Φ - Φt) = Φ - Φt) :
    (pawTransform Φ Φt P)ᴴ * A * pawTransform Φ Φt P = oneCentre A Φ Φt P := by
  -- an uncoupled operator commutes with the region projector
  have hcomm : regionProj R * A = A * regionProj R := by
    ext i j
    rw [regionProj, Matrix.diagonal_mul, Matrix.mul_diagonal]
    by_cases hi : i ∈ R <;> by_cases hj : j ∈ R
    · simp [hi, hj]
    · simp [hi, hj, (hA i hi j hj).1]
    · simp [hi, hj, (hA j hj i hi).2]
    · simp [hi, hj]
  have hD : regionProj R * ((Φ - Φt) * Pᴴ) = (Φ - Φt) * Pᴴ := by
    rw [← Matrix.mul_assoc, ha]
  have hQ : regionProj R * (1 - Φt * Pᴴ) = 0 := by
    rw [Matrix.mul_sub, Matrix.mul_one, hc, sub_self]
  have hD' := congrArg Matrix.conjTranspose hD
  have hQ' := congrArg Matrix.conjTranspose hQ
  rw [Matrix.conjTranspose_mul, regionProj_conjTranspose] at hD' hQ'
  rw [Matrix.conjTranspose_zero] at hQ'
  rw [← sub_eq_zero, transformed_sub_oneCentre]
  -- move the projector through `A` onto the remainder, which vanishes in the region
  have e1 : (1 - Φt * Pᴴ)ᴴ * A * ((Φ - Φt) * Pᴴ) = 0 := by
    have key : (1 - Φt * Pᴴ)ᴴ * A * regionProj R = 0 := by
      rw [Matrix.mul_assoc, ← hcomm, ← Matrix.mul_assoc, hQ', Matrix.zero_mul]
    rw [← hD, ← Matrix.mul_assoc, key, Matrix.zero_mul]
  have e2 : ((Φ - Φt) * Pᴴ)ᴴ * A * (1 - Φt * Pᴴ) = 0 := by
    rw [← hD', Matrix.mul_assoc _ (regionProj R) A, hcomm, Matrix.mul_assoc, Matrix.mul_assoc,
      hQ, Matrix.mul_zero, Matrix.mul_zero]
  rw [e1, e2, add_zero]
```

Here A is uncoupled, the smooth waves are complete in R, and the waves differ only in R. Duality is not needed. There may be more waves than sites in R, but completeness rules out fewer.

First, A commutes with Π. Write π_i for the diagonal entries of Π. The entries of ΠA and AΠ are π_i A_ij and A_ij π_j. They agree if i and j lie on the same side of the boundary; otherwise A_ij = 0. These are the four cases in `hcomm`.

Next, the conditions on the waves give ΠD = D (`hD`) and Π(1 − G) = 0 (`hQ`). The first cross term becomes

(1 − G)ᴴAD = (1 − G)ᴴAΠD = (1 − G)ᴴΠAD = (Π(1 − G))ᴴAD = 0.

Likewise,

DᴴA(1 − G) = DᴴΠA(1 − G) = DᴴAΠ(1 − G) = 0.

These are `e1` and `e2`. With both cross terms gone, the expansion equals TᴴAT.

## Doubled site waves reveal the coupling

```lean
omit [Fintype n] in
/-- The site-localised waves of a region resolve the region projector. -/
theorem siteWaves_complete (R : Finset n) : siteWaves R * (siteWaves R)ᴴ = regionProj R := by
  ext i j
  have h : (siteWaves R * (siteWaves R)ᴴ) i j
      = ∑ k ∈ R, (if i = k then (1 : ℂ) else 0) * (if j = k then 1 else 0) := by
    rw [← Finset.sum_coe_sort R]
    simp only [Matrix.mul_apply, Matrix.conjTranspose_apply, siteWaves, Matrix.of_apply]
    refine Finset.sum_congr rfl fun k _ => ?_
    split_ifs <;> simp
  rw [h]
  by_cases hij : i = j
  · subst hij
    simp [regionProj]
  · simp [regionProj, hij]
```

The site waves resolve the projector, SSᴴ = Π. Entry by entry,

(SSᴴ)_ij = Σ_{k in R} δ_ik δ_jk,

which is 1 if i = j lies in R, and 0 otherwise.

```lean
/-- Site-localised smooth waves and projectors, with all-electron waves twice as large, form an
augmentation dataset for any region. -/
theorem isDataset_witness (R : Finset n) :
    IsDataset R ((2 : ℂ) • siteWaves R) (siteWaves R) (siteWaves R) := by
  have hdual : (siteWaves R)ᴴ * siteWaves R = 1 := by
    ext i j
    by_cases h : i = j
    · subst h
      simp [Matrix.mul_apply, siteWaves]
    · simp [Matrix.mul_apply, siteWaves, h, Ne.symm h]
  have hE : regionProj R * siteWaves R = siteWaves R := by
    rw [← siteWaves_complete, Matrix.mul_assoc, hdual, Matrix.mul_one]
  refine ⟨hdual, ?_, ?_⟩
  · rw [← Matrix.mul_assoc, hE, siteWaves_complete]
  · rw [two_smul, add_sub_cancel_right, hE]
```

Take Φt = P = S and Φ = 2S. The columns of S are orthonormal, so SᴴS = 1, which is duality. It follows that

ΠS = SSᴴS = S.

Hence ΠSSᴴ = SSᴴ = Π, which is completeness. Finally Φ − Φt = S, which Π leaves unchanged. The doubling is a simple way to make the two sets of waves differ, not a model of a real atom.

```lean
/-- The one-centre expansion of `A` is exact for every augmentation dataset of the region `R`, with
one partial wave per site, if and only if `A` does not couple `R` to its surroundings. -/
theorem oneCentre_exact_iff_uncoupled (R : Finset n) (A : Matrix n n ℂ) :
    (∀ Φ Φt P : Matrix n R ℂ, IsDataset R Φ Φt P →
      (pawTransform Φ Φt P)ᴴ * A * pawTransform Φ Φt P = oneCentre A Φ Φt P)
      ↔ Uncoupled R A := by
  constructor
  · intro h i hi j hj
    -- for doubled site waves the error is the coupling across the boundary
    have h0 := sub_eq_zero.mpr (h _ _ _ (isDataset_witness R))
    rw [transformed_sub_oneCentre, two_smul, add_sub_cancel_right, siteWaves_complete,
      Matrix.conjTranspose_sub, Matrix.conjTranspose_one, regionProj_conjTranspose] at h0
    simp only [Matrix.sub_mul, Matrix.mul_sub, Matrix.one_mul, Matrix.mul_one] at h0
    have hij := congrFun (congrFun h0 i) j
    have hji := congrFun (congrFun h0 j) i
    simp only [regionProj, Matrix.add_apply, Matrix.sub_apply, Matrix.mul_diagonal,
      Matrix.diagonal_mul, Matrix.zero_apply] at hij hji
    exact ⟨by simpa [hi, hj] using hij, by simpa [hi, hj] using hji⟩
  · intro hA Φ Φt P hd
    exact oneCentre_exact_of_uncoupled R A Φ Φt P hA hd.complete hd.augment
```

This is the equivalence. The type `Matrix n R ℂ` fixes the number of partial waves at one per site of R. The left-hand side asks for exactness over all datasets of that size; for a coupled operator, a particular dataset may still happen to give no error, for instance one with Φ = Φt.

If A is uncoupled, the previous exactness theorem applies to every dataset. For the other direction, assume exactness for all datasets and use it for the doubled site waves. There G = D = Π, so the error is

(1 − Π)AΠ + ΠA(1 − Π) = 0.

Take i in R and j outside. The (i, j) entry of this equation is A_ij = 0, from the second term, and the (j, i) entry is A_ji = 0, from the first. In Lean, `h _ _ _ (isDataset_witness R)` applies the assumption to this dataset, and `hij` and `hji` read off the two entries.

## Two sites and one hop

```lean
/-- The hopping operator between two sites. -/
def hopping : Matrix (Fin 2) (Fin 2) ℂ := !![0, 1; 1, 0]
```

The rows of the hopping operator are (0, 1) and (1, 0). Lean numbers the two sites 0 and 1.

```lean
/-- A single partial wave of amplitude `c` on the first of two sites. -/
def firstSite (c : ℂ) : Matrix (Fin 2) (Fin 1) ℂ := !![c; 0]
```

`firstSite c` is the column (c, 0), a single partial wave on site 0.

```lean
/-- With smooth wave and projector `(1,0)` and all-electron wave `(2,0)`, the dataset conditions
hold on the first site, the one-centre expansion returns the hopping operator unchanged, and the
exact transformed operator is twice the hopping operator. -/
theorem hopping_counterexample :
    IsDataset {0} (firstSite 2) (firstSite 1) (firstSite 1) ∧
    oneCentre hopping (firstSite 2) (firstSite 1) (firstSite 1) = hopping ∧
    (pawTransform (firstSite 2) (firstSite 1) (firstSite 1))ᴴ * hopping *
      pawTransform (firstSite 2) (firstSite 1) (firstSite 1) = (2 : ℂ) • hopping := by
  -- hopping has no expectation value in a wave on one site
  have h0 : ∀ c : ℂ, (firstSite c)ᴴ * hopping * firstSite c = 0 := by
    intro c
    ext i j
    fin_cases i
    fin_cases j
    simp [firstSite, hopping, Matrix.mul_apply, Fin.sum_univ_succ]
  have hprod : ∀ c : ℂ, firstSite c * (firstSite 1)ᴴ = !![c, 0; 0, 0] := by
    intro c
    ext i j
    simp only [Matrix.mul_apply, Matrix.conjTranspose_apply]
    fin_cases i <;> fin_cases j <;> simp [firstSite]
  have hT : pawTransform (firstSite 2) (firstSite 1) (firstSite 1) = !![2, 0; 0, 1] := by
    unfold pawTransform
    rw [Matrix.sub_mul, hprod, hprod]
    ext i j
    fin_cases i <;> fin_cases j <;> norm_num
  have h2 : (starRingEnd ℂ) 2 = 2 := by
    apply Complex.ext <;> simp
  refine ⟨⟨?_, ?_, ?_⟩, ?_, ?_⟩
  · ext i j
    fin_cases i <;> fin_cases j <;>
      simp [firstSite, Matrix.mul_apply, Fin.sum_univ_succ]
  · rw [hprod]
    ext i j
    fin_cases i <;> fin_cases j <;> simp [regionProj, Matrix.diagonal_mul]
  · ext i j
    fin_cases i <;> fin_cases j <;>
      simp [regionProj, firstSite, Matrix.diagonal_mul]
  · simp [oneCentre, h0]
  · rw [hT]
    ext i j
    fin_cases i <;> fin_cases j <;>
      simp [hopping, Matrix.mul_apply, Fin.sum_univ_succ, h2]

end

end PAWNonlocalOperators
```

The region is {0}, the smooth wave and projector are φt = p = (1, 0), and the all-electron wave is φ = (2, 0). The theorem states three things: the dataset conditions hold, the one-centre expansion returns A, and the exact operator is 2A.

Duality is pᴴφt = 1. The product φt pᴴ is the diagonal matrix diag(1, 0), which is Π, so completeness holds. The difference φ − φt = (1, 0) lies in the region.

A wave confined to one site has no hopping expectation value, so

φᴴAφ = φtᴴAφt = 0,

and the one-centre correction vanishes. This is `h0`. The transformation, however, is T = diag(2, 1), found in `hT`. It doubles the amplitude on site 0 only, and each hopping element involves that site once:

TᴴAT = 2A.

The remaining goals are finite matrix identities. `ext` reduces them to entries, `fin_cases` lists the indices, and `simp` evaluates them.

For a normalised all-electron state, take ψt = (1, 1)/√5, so that ψ = Tψt = (2, 1)/√5. The exact expectation value of the hopping is 4/5, while the one-centre expansion gives 2/5.

The same numbers show what happens without completeness. Enlarge the region to both sites and keep the single partial wave. Now no operator can couple the region to its surroundings, because there are none, and the waves trivially agree outside. But φt pᴴ = diag(1, 0) is no longer the region projector, which is now the identity. The two operators are still A and 2A, so the expansion fails although A is uncoupled: one wave cannot represent both sites.

```lean
#print axioms PAWNonlocalOperators.oneCentre_exact_iff_uncoupled
#print axioms PAWNonlocalOperators.hopping_counterexample
```

```
'PAWNonlocalOperators.oneCentre_exact_iff_uncoupled' depends on axioms: [propext, Classical.choice, Quot.sound]
'PAWNonlocalOperators.hopping_counterexample' depends on axioms: [propext, Classical.choice, Quot.sound]
```
